# For a finite Markov process started from a field-tilted stationary distribution, the linear response is β times a stationary covariance

A molecule with finitely many conformations sits in a weak field $h$ that couples to a property $A$, such as its dipole moment along the field. At time zero the field is switched off, and the conformations go on interconverting at their field-free rates. How does the mean of a second property $B$ at a later time $t$ depend on $h$, to first order? Suppose the initial state is a stationary field-free distribution reweighted by the factor $e^{\beta hA}$ and normalised, as for thermal equilibrium in the field at inverse temperature $\beta$. Then the coefficient of $h$ is $\beta$ times the covariance of $A$ at time zero with $B$ at time $t$, taken without any field.

## Rates, observables and the tilted preparation

Let $i,j$ label the states. For $i\ne j$, $L_{ij}$ is the jump rate from $i$ to $j$. Probabilities form a row vector and evolve as $p\,e^{tL}$; observables form a column vector and evolve backward, $B_t=e^{tL}B$. Write $\langle G\rangle_p=\sum_i p_iG_i$ for a mean. With a reference distribution $\pi$, the prepared state is

$$p^h_i=\frac{w_i(h)}{Z(h)},\qquad w_i(h)=\pi_i e^{\beta hA_i},\qquad Z(h)=\sum_j w_j(h).$$

This form is postulated. If $\pi_i\propto e^{-\beta E_i}$ with energies $E_i$ and inverse temperature $\beta$, it is the equilibrium state for the energies $E_i-hA_i$.

In the code, `evolve L t p` is $p\,e^{tL}$, `backward L t B` is $B_t$, and `tilt π A β h` is $p^h$. The two structures hold the conditions on $L$ and on a probability vector.

In Lean 4 with Mathlib:

```lean
import Mathlib

open Matrix

namespace ClassicalFluctuationDissipation

noncomputable section

variable {ι : Type*} [Fintype ι] [DecidableEq ι]

/-- A backward generator: nonnegative jump rates between distinct states and zero row sums. -/
structure IsGenerator (L : Matrix ι ι ℝ) : Prop where
  rate_nonneg : ∀ i j, i ≠ j → 0 ≤ L i j
  row_sum : ∀ i, ∑ j, L i j = 0

/-- A probability distribution on the finite set of states. -/
structure IsProbability (p : ι → ℝ) : Prop where
  nonneg : ∀ i, 0 ≤ p i
  sum_one : ∑ i, p i = 1

/-- The mean of the observable `G` under the weights `p`. -/
def mean (p G : ι → ℝ) : ℝ := p ⬝ᵥ G

/-- The distribution at time `t` that started from `p`. -/
def evolve (L : Matrix ι ι ℝ) (t : ℝ) (p : ι → ℝ) : ι → ℝ :=
  p ᵥ* NormedSpace.exp (t • L)

/-- The observable `B` evolved backward over the time `t`. -/
def backward (L : Matrix ι ι ℝ) (t : ℝ) (B : ι → ℝ) : ι → ℝ :=
  NormedSpace.exp (t • L) *ᵥ B

/-- The unnormalised weights `π_i exp(β h A_i)`. -/
def weight (π A : ι → ℝ) (β h : ℝ) : ι → ℝ :=
  fun i => π i * Real.exp (β * h * A i)

/-- The weights `π_i exp(β h A_i)` divided by their sum. -/
def tilt (π A : ι → ℝ) (β h : ℝ) : ι → ℝ :=
  fun i => weight π A β h i / ∑ j, weight π A β h j
```

## Nonnegative rates and zero row sums keep the evolved state a probability

`IsGenerator` says that jumps have nonnegative rates and that whatever leaves a state arrives in another. By hand, these conditions are used as follows. Put $c=\sum_k|L_{kk}|$ and $N=t(L+cI)$. For $t\ge0$ every entry of $N$ is nonnegative, hence so is every entry of each power $N^k$ and of $e^N=\sum_k N^k/k!$. Since $N$ commutes with the identity,

$$e^{tL}=e^{-tc}e^{N},$$

which is entrywise nonnegative. Zero row sums mean $L\mathbf 1=0$, where $\mathbf 1$ is the column of ones. Only the zeroth term of the series then acts on it, so $e^{tL}\mathbf 1=\mathbf 1$ and total probability is conserved: $\sum_j(p\,e^{tL})_j=p\,e^{tL}\mathbf 1=\sum_i p_i=1$.

The proof follows the same route. `exp_entry_hasSum` reads the exponential series entry by entry, and `vecMul_exp_of_vecMul_eq_zero` shows that a row vector annihilated by a matrix is fixed by its exponential.

```lean
/-- Each entry of a matrix exponential is the sum of its exponential series. -/
theorem exp_entry_hasSum (M : Matrix ι ι ℝ) (i j : ι) :
    HasSum (fun k : ℕ => ((k.factorial : ℝ)⁻¹) * (M ^ k) i j) (NormedSpace.exp M i j) := by
  let : NormedRing (Matrix ι ι ℝ) := Matrix.linftyOpNormedRing
  let : NormedAlgebra ℝ (Matrix ι ι ℝ) := Matrix.linftyOpNormedAlgebra
  have hs : HasSum (fun k : ℕ => ((k.factorial : ℝ)⁻¹) • M ^ k) (NormedSpace.exp M) :=
    NormedSpace.exp_series_hasSum_exp' M
  exact hs.map (Matrix.entryAddMonoidHom ℝ i j) (continuous_id.matrix_elem i j)

/-- A row vector annihilated by `M` is left unchanged by the exponential of `M`. -/
theorem vecMul_exp_of_vecMul_eq_zero (M : Matrix ι ι ℝ) (v : ι → ℝ) (hv : v ᵥ* M = 0) :
    v ᵥ* NormedSpace.exp M = v := by
  ext j
  have h : HasSum (fun k : ℕ => ∑ i, v i * (((k.factorial : ℝ)⁻¹) * (M ^ k) i j))
      (∑ i, v i * NormedSpace.exp M i j) :=
    hasSum_sum fun i _ => (exp_entry_hasSum M i j).mul_left (v i)
  have key : ∀ k : ℕ, ∑ i, v i * (((k.factorial : ℝ)⁻¹) * (M ^ k) i j)
      = ((k.factorial : ℝ)⁻¹) * (v ᵥ* M ^ k) j := by
    intro k
    simp only [Matrix.vecMul, dotProduct, Finset.mul_sum]
    exact Finset.sum_congr rfl fun i _ => by ring
  simp only [key] at h
  -- only the zeroth term of the series survives
  have h0 := hasSum_single (f := fun k : ℕ => ((k.factorial : ℝ)⁻¹) * (v ᵥ* M ^ k) j) 0
    (by
      intro k hk
      obtain ⟨m, rfl⟩ := Nat.exists_eq_succ_of_ne_zero hk
      simp [pow_succ', ← Matrix.vecMul_vecMul, hv])
  have h1 := h.unique h0
  simpa [Matrix.vecMul, dotProduct, Matrix.one_apply] using h1
```

In `transition_nonneg`, `hN` and `hpow` give the signs of $N$ and its powers, and `hsplit` is the shift. `evolve_isProbability` then applies the fixed-vector lemma to the transpose of $tL$, which turns the statement about rows into the one about $\mathbf 1$.

```lean
/-- Transition probabilities over a nonnegative time are nonnegative. -/
theorem transition_nonneg {L : Matrix ι ι ℝ} (hL : IsGenerator L) {t : ℝ} (ht : 0 ≤ t)
    (i j : ι) : 0 ≤ NormedSpace.exp (t • L) i j := by
  -- shift the diagonal so that every entry becomes nonnegative
  let c : ℝ := ∑ k, |L k k|
  let N : Matrix ι ι ℝ := t • (L + c • (1 : Matrix ι ι ℝ))
  have hN : ∀ a b, 0 ≤ N a b := by
    intro a b
    change 0 ≤ t * (L a b + c * (1 : Matrix ι ι ℝ) a b)
    apply mul_nonneg ht
    rcases eq_or_ne a b with rfl | hab
    · have h1 : |L a a| ≤ c :=
        Finset.single_le_sum (f := fun k => |L k k|) (fun k _ => abs_nonneg _)
          (Finset.mem_univ a)
      rw [Matrix.one_apply_eq]
      linarith [neg_abs_le (L a a)]
    · rw [Matrix.one_apply_ne hab]
      linarith [hL.rate_nonneg a b hab]
  have hpow : ∀ (k : ℕ) (a b : ι), 0 ≤ (N ^ k) a b := by
    intro k
    induction k with
    | zero =>
      intro a b
      rw [pow_zero, Matrix.one_apply]
      split_ifs <;> norm_num
    | succ k ih =>
      intro a b
      rw [pow_succ, Matrix.mul_apply]
      exact Finset.sum_nonneg fun x _ => mul_nonneg (ih a x) (hN x b)
  have hexpN : 0 ≤ NormedSpace.exp N i j := by
    rw [← (exp_entry_hasSum N i j).tsum_eq]
    exact tsum_nonneg fun k => mul_nonneg (by positivity) (hpow k i j)
  -- the shift contributes only a positive scalar factor
  have hscalar : ∀ r : ℝ, NormedSpace.exp (r • (1 : Matrix ι ι ℝ))
      = Real.exp r • (1 : Matrix ι ι ℝ) := by
    intro r
    ext a b
    have hr : HasSum (fun k : ℕ => ((k.factorial : ℝ)⁻¹) * r ^ k) (Real.exp r) := by
      have hs : HasSum (fun k : ℕ => ((k.factorial : ℝ)⁻¹) • r ^ k) (NormedSpace.exp r) :=
        NormedSpace.exp_series_hasSum_exp' (𝕂 := ℝ) r
      rw [Real.exp_eq_exp_ℝ]
      simpa only [smul_eq_mul] using hs
    refine (exp_entry_hasSum _ a b).unique ?_
    have h2 := hr.mul_right ((1 : Matrix ι ι ℝ) a b)
    simpa only [smul_pow, one_pow, Matrix.smul_apply, smul_eq_mul, mul_assoc] using h2
  have hsplit : t • L = N + (-(t * c)) • (1 : Matrix ι ι ℝ) := by
    change t • L = t • (L + c • (1 : Matrix ι ι ℝ)) + (-(t * c)) • (1 : Matrix ι ι ℝ)
    module
  rw [hsplit, Matrix.exp_add_of_commute _ _ ((Commute.one_right N).smul_right _), hscalar,
    mul_smul_comm, mul_one, Matrix.smul_apply, smul_eq_mul]
  exact mul_nonneg (Real.exp_pos _).le hexpN

/-- Evolution under a backward generator for a nonnegative time maps probability
distributions to probability distributions. -/
theorem evolve_isProbability {L : Matrix ι ι ℝ} (hL : IsGenerator L) {t : ℝ} (ht : 0 ≤ t)
    {p : ι → ℝ} (hp : IsProbability p) : IsProbability (evolve L t p) := by
  refine ⟨fun j => Finset.sum_nonneg fun i _ =>
    mul_nonneg (hp.nonneg i) (transition_nonneg hL ht i j), ?_⟩
  have h0 : (fun _ : ι => (1 : ℝ)) ᵥ* (t • L)ᵀ = 0 := by
    ext i
    simp [Matrix.vecMul, dotProduct, ← Finset.mul_sum, hL.row_sum i]
  have h1 := vecMul_exp_of_vecMul_eq_zero _ _ h0
  rw [Matrix.exp_transpose, Matrix.vecMul_transpose] at h1
  calc ∑ j, evolve L t p j = evolve L t p ⬝ᵥ (fun _ => (1 : ℝ)) := by simp [dotProduct]
    _ = p ⬝ᵥ (NormedSpace.exp (t • L) *ᵥ fun _ => (1 : ℝ)) :=
        (Matrix.dotProduct_mulVec _ _ _).symm
    _ = 1 := by rw [h1]; simpa [dotProduct] using hp.sum_one
```

With a negative off-diagonal rate $L_{ij}$, the entry $(e^{tL})_{ij}=tL_{ij}+O(t^2)$ is negative at short times. If row $i$ has a nonzero sum, the total probability starting from state $i$ changes at first order in $t$. The response formulas below do not use `IsGenerator` or $t\ge0$: they hold for any real square matrix $L$ and any real time, the last of them under the further condition $\pi L=0$. `IsGenerator` and $t\ge0$ are what give them their reading as a stochastic process.

## A normalised reference distribution gives the centred observable

`IsProbability π` says that $\pi$ is nonnegative and sums to one. States of zero probability are allowed, and the tilt leaves them empty. Since some $\pi_i$ is positive, $Z(h)>0$ at every field. For a fixed observable $G$, $w_i'(h)=\beta A_iw_i(h)$ and the quotient rule give

$$\begin{aligned}
\frac{d}{dh}\langle G\rangle_{p^h}
&=\frac{\beta\sum_i w_iA_iG_i}{Z}-\frac{\left(\sum_i w_iG_i\right)\left(\beta\sum_i w_iA_i\right)}{Z^2}\\
&=\beta\left\langle\left(A-\langle A\rangle_{p^h}\right)G\right\rangle_{p^h}.
\end{aligned}$$

The subtraction of the mean comes entirely from differentiating the normalisation. In the proof, `hZ` is the positivity of $Z$, `hw` differentiates one weight, `hN` and `hD` differentiate numerator and denominator, and `fun_div` is the quotient rule. The result holds at arbitrary $h$.

```lean
omit [DecidableEq ι] in
/-- The field derivative of a mean in the tilted state is `β` times the tilted average of
the observable multiplied by the deviation of `A` from its tilted mean. -/
theorem hasDerivAt_mean_tilt {π : ι → ℝ} (hπ : IsProbability π) (A G : ι → ℝ) (β h : ℝ) :
    HasDerivAt (fun x => mean (tilt π A β x) G)
      (β * mean (tilt π A β h) (fun i => (A i - mean (tilt π A β h) A) * G i)) h := by
  have hZ : 0 < ∑ j, weight π A β h j := by
    obtain ⟨i, _, hi⟩ := Finset.exists_ne_zero_of_sum_ne_zero
      (by rw [hπ.sum_one]; exact one_ne_zero : ∑ i, π i ≠ 0)
    exact Finset.sum_pos' (fun j _ => mul_nonneg (hπ.nonneg j) (Real.exp_pos _).le)
      ⟨i, Finset.mem_univ i,
        mul_pos (lt_of_le_of_ne (hπ.nonneg i) (Ne.symm hi)) (Real.exp_pos _)⟩
  have hw : ∀ i, HasDerivAt (fun x => weight π A β x i) (β * (weight π A β h i * A i)) h := by
    intro i
    have h1 : HasDerivAt (fun x : ℝ => β * x * A i) (β * 1 * A i) h :=
      ((hasDerivAt_id' h).const_mul β).mul_const (A i)
    refine (h1.exp.const_mul (π i)).congr_deriv ?_
    simp only [weight]
    ring
  have hN : HasDerivAt (fun x => ∑ i, weight π A β x i * G i)
      (∑ i, β * (weight π A β h i * A i) * G i) h :=
    HasDerivAt.fun_sum fun i _ => (hw i).mul_const (G i)
  have hD : HasDerivAt (fun x => ∑ i, weight π A β x i)
      (∑ i, β * (weight π A β h i * A i)) h := HasDerivAt.fun_sum fun i _ => hw i
  have hm : ∀ (x : ℝ) (F : ι → ℝ), mean (tilt π A β x) F
      = (∑ i, weight π A β x i * F i) / ∑ i, weight π A β x i := by
    intro x F
    simp only [mean, tilt, dotProduct, Finset.sum_div]
    exact Finset.sum_congr rfl fun i _ => by ring
  have hfun : (fun x => mean (tilt π A β x) G)
      = fun x => (∑ i, weight π A β x i * G i) / ∑ i, weight π A β x i :=
    funext fun x => hm x G
  rw [hfun]
  refine (hN.fun_div hD hZ.ne').congr_deriv ?_
  -- the quotient rule produces the centred observable
  have e1 : ∑ i, β * (weight π A β h i * A i) * G i
      = β * ∑ i, weight π A β h i * (A i * G i) := by
    rw [Finset.mul_sum]
    exact Finset.sum_congr rfl fun i _ => by ring
  have e2 : ∀ m : ℝ, ∑ i, weight π A β h i * ((A i - m) * G i)
      = ∑ i, weight π A β h i * (A i * G i) - m * ∑ i, weight π A β h i * G i := by
    intro m
    rw [Finset.mul_sum, ← Finset.sum_sub_distrib]
    exact Finset.sum_congr rfl fun i _ => by ring
  rw [hm h (fun i => (A i - mean (tilt π A β h) A) * G i), e2, hm h A, e1, ← Finset.mul_sum]
  have hZ' := hZ.ne'
  field_simp
```

To bring in time, move the evolution from the state to the observable:

$$\langle B\rangle_{p^he^{tL}}=\sum_{i,j}p^h_i(e^{tL})_{ij}B_j=\langle B_t\rangle_{p^h}.$$

Because $B_t$ does not depend on $h$, it can stand for $G$. At zero field $Z(0)=1$ and $p^0=\pi$, so

$$\left.\frac{d}{dh}\langle B\rangle_{p^he^{tL}}\right|_{h=0}=\beta\left\langle(A-\langle A\rangle_\pi)B_t\right\rangle_\pi .$$

This is `linear_response`. Its conclusion, `HasDerivAt … 0`, says that the mean is differentiable in the field at zero, with the stated derivative. The steps `h0` and `h2` are $p^0=\pi$ and the transfer of the evolution.

```lean
/-- Linear response: for evolution started from the tilted state `tilt π A β h`, the derivative at
`h = 0` of the mean of `B` at time `t` equals `β ⟨A - mean A, exp(tL) B⟩` in the reference
distribution `π`. -/
theorem linear_response (L : Matrix ι ι ℝ) {π : ι → ℝ} (hπ : IsProbability π)
    (A B : ι → ℝ) (β t : ℝ) :
    HasDerivAt (fun h => mean (evolve L t (tilt π A β h)) B)
      (β * mean π (fun i => (A i - mean π A) * backward L t B i)) 0 := by
  have h0 : tilt π A β 0 = π := by
    ext i
    simp [tilt, weight, hπ.sum_one]
  have h1 := hasDerivAt_mean_tilt hπ A (backward L t B) β 0
  rw [h0] at h1
  -- move the evolution from the state to the observable
  have h2 : (fun h => mean (evolve L t (tilt π A β h)) B)
      = fun h => mean (tilt π A β h) (backward L t B) :=
    funext fun h => (Matrix.dotProduct_mulVec _ _ _).symm
  rw [h2]
  exact h1
```

If $\pi$ summed to some other positive number, $p^0$ would be the rescaled $\pi$, and the averages on the right would have to use it. If $\pi$ had negative entries, $Z$ could vanish at some nonzero field; at $h=0$ itself, normalisation alone keeps it away from zero.

## Stationarity turns the response into a stationary covariance

The hypothesis `hstat`, $\pi L=0$, says that the field-free distribution does not change in time. By the series argument $\pi e^{tL}=\pi$, hence $\langle B_t\rangle_\pi=\langle B\rangle_\pi$. Expanding the centred product gives

$$\beta\left\langle(A-\langle A\rangle_\pi)B_t\right\rangle_\pi=\beta\left(\langle AB_t\rangle_\pi-\langle A\rangle_\pi\langle B\rangle_\pi\right).$$

For a generator and $t\ge0$, $\pi_i(e^{tL})_{ij}$ is the probability of being in $i$ at time zero and in $j$ at time $t$, so the bracket is the stationary covariance of $A$ at time zero with $B$ at time $t$. In `fluctuation_dissipation`, `hB` is the time independence of the mean, and the remaining lines expand the product.

```lean
/-- For a probability vector `π` with `π L = 0` and evolution started from `tilt π A β h`, the
derivative at `h = 0` of the mean of `B` at time `t` is `β` times the `π`-mean of the product of `A`
with `exp(tL) B`, minus the product of the `π`-means of `A` and `B`, the difference being taken
before multiplying by `β`. -/
theorem fluctuation_dissipation (L : Matrix ι ι ℝ) {π : ι → ℝ} (hπ : IsProbability π)
    (hstat : π ᵥ* L = 0) (A B : ι → ℝ) (β t : ℝ) :
    HasDerivAt (fun h => mean (evolve L t (tilt π A β h)) B)
      (β * (mean π (fun i => A i * backward L t B i) - mean π A * mean π B)) 0 := by
  refine (linear_response L hπ A B β t).congr_deriv ?_
  -- stationarity makes the mean of the evolved observable independent of time
  have hB : mean π (backward L t B) = mean π B := by
    have h1 : π ᵥ* NormedSpace.exp (t • L) = π :=
      vecMul_exp_of_vecMul_eq_zero _ _ (by rw [Matrix.vecMul_smul, hstat, smul_zero])
    unfold mean backward
    rw [Matrix.dotProduct_mulVec, h1]
  rw [← hB]
  congr 1
  generalize mean π A = m
  simp only [mean, dotProduct]
  rw [Finset.mul_sum, ← Finset.sum_sub_distrib]
  exact Finset.sum_congr rfl fun i _ => by ring
```

Without stationarity `linear_response` still holds, but the subtracted term is $\langle A\rangle_\pi\langle B_t\rangle_\pi$. For a generator and $t\ge0$ the response is then still $\beta$ times the covariance of $A$ at time zero with $B$ at time $t$, for the process started from $\pi$, but this process is not stationary. The case $A=\mathbf 1$ shows why the subtracted term matters: the tilt then does nothing and the response is zero, while subtracting $\langle A\rangle_\pi\langle B\rangle_\pi$ would give $\beta(\langle B_t\rangle_\pi-\langle B\rangle_\pi)$.

When $\pi$ is stationary, the first-order relaxation of a finite-state Markov model that starts from $p^h$ and evolves without the field can thus be estimated from correlations sampled in a field-free stationary simulation with distribution $\pi$. The theorem concerns this release of a prepared state. A field acting during the evolution, and the power absorbed from it, to which the word dissipation in the theorem's name refers, are not treated.

## A driven cycle meets every condition without detailed balance

Detailed balance, $\pi_iL_{ij}=\pi_jL_{ji}$, would mean that no net current flows between any two states. No step above uses it. Three states visited in the order $0\to1\to2\to0$ at unit rate have the uniform stationary distribution, yet the flow from 0 to 1 is $1/3$ and the reverse flow is zero. `cycle_witness` checks the generator conditions, normalisation, stationarity and this imbalance, entry by entry.

```lean
/-- Three states visited in cyclic order at unit rate. -/
def cycle : Matrix (Fin 3) (Fin 3) ℝ := !![-1, 1, 0; 0, -1, 1; 1, 0, -1]

/-- The driven three-state cycle is a generator with uniform stationary probability, and it
violates detailed balance between the first two states. -/
theorem cycle_witness :
    IsGenerator cycle ∧ IsProbability (fun _ : Fin 3 => (1 / 3 : ℝ)) ∧
      (fun _ : Fin 3 => (1 / 3 : ℝ)) ᵥ* cycle = 0 ∧
      (1 / 3 : ℝ) * cycle 0 1 ≠ (1 / 3 : ℝ) * cycle 1 0 := by
  refine ⟨⟨?_, ?_⟩, ⟨fun _ => by norm_num, by norm_num [Fin.sum_univ_succ]⟩, ?_, ?_⟩
  · intro i j hij
    fin_cases i <;> fin_cases j <;> simp_all [cycle]
  · intro i
    fin_cases i <;> simp [cycle, Fin.sum_univ_succ]
  · ext j
    fin_cases j <;> simp [cycle, Matrix.vecMul, dotProduct, Fin.sum_univ_succ]
  · simp [cycle]

end

end ClassicalFluctuationDissipation
```

In such a driven system $\beta$ is only a parameter of the preparation, and $p^h$ is in general not the steady state that the system would reach with the field on.

```lean
#print axioms ClassicalFluctuationDissipation.evolve_isProbability
#print axioms ClassicalFluctuationDissipation.linear_response
#print axioms ClassicalFluctuationDissipation.fluctuation_dissipation
```

```
'ClassicalFluctuationDissipation.evolve_isProbability' depends on axioms: [propext, Classical.choice, Quot.sound]
'ClassicalFluctuationDissipation.linear_response' depends on axioms: [propext, Classical.choice, Quot.sound]
'ClassicalFluctuationDissipation.fluctuation_dissipation' depends on axioms: [propext, Classical.choice, Quot.sound]
```
